# The $p$-quantum operators of $n$ spins 1/2 form a space of dimension $\binom{2n}{n+p}$

For $n$ spins 1/2 and any natural number $p$, the operators $\rho$ with $I_z\rho-\rho I_z=p\,\rho$ form a complex vector space of dimension $\binom{2n}{n+p}$. This is also the number of density-matrix elements whose row state has $p$ more up spins than its column state. For $p>n$ both numbers are zero.

When the Hamiltonian of such a finite spin system commutes with $I_z$ at all times, unitary evolution does not mix coherence orders, so the order-$p$ part of the density matrix can be propagated on its own. The binomial is the total number of matrix elements in that part. For $p<n$ the part splits further into independent blocks, since the numbers of up spins in the row state and in the column state are then conserved separately. The count says nothing about how strongly each element is excited or detected.

In Lean 4 with Mathlib:

```lean
import Mathlib

open Finset

namespace MultipleQuantumCounting

noncomputable section
```

## Coherence order from the commutator with $I_z$

A product state is labelled by the set $a$ of its up spins, a `Finset (Fin n)`. Its total spin projection along the field, in units of $\hbar$ and called magnetization here, is

$$M(a)=\sum_k m_k,\qquad m_k=\tfrac12 \text{ if } k\in a,\quad m_k=-\tfrac12 \text{ otherwise.}$$

```lean
/-- The magnetization, in units of ħ, of the product state of `n` spins 1/2 in which
exactly the spins in `a` are up: each spin contributes `1/2` or `-1/2`. -/
def magnetization {n : ℕ} (a : Finset (Fin n)) : ℂ :=
  ∑ k, if k ∈ a then (1 / 2 : ℂ) else -(1 / 2)
```

In the product basis $I_z$ is diagonal with entries $M(a)$. Operators are complex matrices whose rows and columns are labelled by these sets.

```lean
/-- The total spin operator along the field, in units of ħ, in the product basis. -/
def Iz (n : ℕ) : Matrix (Finset (Fin n)) (Finset (Fin n)) ℂ :=
  Matrix.diagonal magnetization
```

The commutator map $\rho\mapsto I_z\rho-\rho I_z$ is left multiplication by $I_z$ minus right multiplication.

```lean
/-- The commutator map `ρ ↦ Iz ρ - ρ Iz` on the operators of `n` spins 1/2. -/
def commIz (n : ℕ) : Module.End ℂ (Matrix (Finset (Fin n)) (Finset (Fin n)) ℂ) :=
  LinearMap.mulLeft ℂ (Iz n) - LinearMap.mulRight ℂ (Iz n)
```

The $p$-quantum operators are its eigenspace for eigenvalue $p$. Hermiticity, positivity and unit trace are not imposed. Since $p$ is a natural number, only orders $p\ge 0$ appear; taking the adjoint exchanges $p$ and $-p$.

```lean
/-- The space of `p`-quantum operators: those with `Iz ρ - ρ Iz = p ρ`. -/
def coherenceSpace (n p : ℕ) :
    Submodule ℂ (Matrix (Finset (Fin n)) (Finset (Fin n)) ℂ) :=
  (commIz n).eigenspace (p : ℂ)
```

Separately, the positions to be counted are the ordered pairs $(a,b)$ with $|a|=|b|+p$, where $|a|$ is the number of up spins.

```lean
/-- The positions `(a, b)` in the density matrix at which the row state has `p` more
up spins than the column state. -/
def coherences (n p : ℕ) : Finset (Finset (Fin n) × Finset (Fin n)) :=
  univ.filter fun x => x.1.card = x.2.card + p

/-- A position `(a, b)` is counted at order `p` exactly when `a` has `p` more up spins
than `b`. -/
theorem mem_coherences {n p : ℕ} {a b : Finset (Fin n)} :
    (a, b) ∈ coherences n p ↔ a.card = b.card + p := by
  simp [coherences]
```

## Which matrix elements survive

Each spin contributes $1-\tfrac12$ if it is up and $0-\tfrac12$ if it is down, so summing over the spins gives $M(a)=|a|-n/2$. The proof rewrites each term this way and then sums.

```lean
/-- The magnetization is the number of up spins minus half the number of spins. -/
theorem magnetization_eq {n : ℕ} (a : Finset (Fin n)) :
    magnetization a = (a.card : ℂ) - n / 2 := by
  have h : ∀ k, (if k ∈ a then (1 / 2 : ℂ) else -(1 / 2))
      = (if k ∈ a then 1 else 0) - 1 / 2 := by
    intro k
    split_ifs <;> norm_num
  simp only [magnetization, h, Finset.sum_sub_distrib]
  simp [div_eq_mul_inv]
```

Because $I_z$ is diagonal,

$$(I_z\rho-\rho I_z)_{ab}=\bigl(M(a)-M(b)\bigr)\rho_{ab}=(|a|-|b|)\,\rho_{ab},$$

where the two terms $n/2$ cancel.

```lean
/-- Commutation with `Iz` multiplies each matrix element by the difference in the number
of up spins between its row state and its column state. -/
theorem commIz_apply {n : ℕ} (ρ : Matrix (Finset (Fin n)) (Finset (Fin n)) ℂ)
    (a b : Finset (Fin n)) :
    commIz n ρ a b = ((a.card : ℂ) - b.card) * ρ a b := by
  have h : commIz n ρ = Iz n * ρ - ρ * Iz n := rfl
  rw [h, Matrix.sub_apply, Iz, Matrix.diagonal_mul, Matrix.mul_diagonal,
    magnetization_eq a, magnetization_eq b]
  ring
```

The eigenvalue equation therefore reads $(|a|-|b|)\rho_{ab}=p\,\rho_{ab}$ for every $a,b$. Where $\rho_{ab}\neq0$ we may divide by it and obtain $|a|=|b|+p$. Conversely, if this holds at every nonzero element, the equation is satisfied there, and it is trivial at the zero elements.

```lean
/-- An operator is `p`-quantum exactly when each of its nonzero elements joins a row state
to a column state with `p` fewer up spins. -/
theorem mem_coherenceSpace_iff {n p : ℕ}
    {ρ : Matrix (Finset (Fin n)) (Finset (Fin n)) ℂ} :
    ρ ∈ coherenceSpace n p ↔ ∀ a b, ρ a b ≠ 0 → a.card = b.card + p := by
  rw [coherenceSpace, Module.End.mem_eigenspace_iff, ← Matrix.ext_iff]
  refine forall₂_congr fun a b => ?_
  rw [commIz_apply, Matrix.smul_apply, smul_eq_mul]
  constructor
  · intro h hne
    have h1 := mul_right_cancel₀ hne h
    have h2 : (a.card : ℂ) = ((b.card + p : ℕ) : ℂ) := by
      push_cast
      linear_combination h1
    exact_mod_cast h2
  · intro h
    by_cases h0 : ρ a b = 0
    · simp [h0]
    · rw [h h0]
      push_cast
      ring
```

## Counting the pairs

Write $b^c$ for the set of down spins of the column state, and place it beside $a$ on a second copy of the $n$ sites. The combined subset of $2n$ sites has

$$|a|+|b^c|=|a|+n-|b|$$

elements, which equals $n+p$ exactly when $|a|=|b|+p$.

Every subset $s$ of size $n+p$ arises once: $a$ consists of the first-copy sites in $s$, and $b$ of the second-copy sites not in $s$. There are $\binom{2n}{n+p}$ such subsets. In the proof `disjSum` forms the combined subset, and the three goals of `Finset.card_bij` are that it has the right size, that it determines the pair, and that every subset is reached.

```lean
/-- Among `n` spins 1/2 the density matrix has `choose (2n) (n+p)` elements of
coherence order `p`. -/
theorem card_coherences (n p : ℕ) :
    (coherences n p).card = (2 * n).choose (n + p) := by
  -- up spins of the row state beside down spins of the column state
  have hcard : ∀ a b : Finset (Fin n),
      (a.disjSum bᶜ).card = n + p ↔ a.card = b.card + p := by
    intro a b
    have hb : b.card ≤ n := by simpa using Finset.card_le_univ b
    rw [Finset.card_disjSum, Finset.card_compl, Fintype.card_fin]
    omega
  have htarget : (powersetCard (n + p) (univ : Finset (Fin n ⊕ Fin n))).card
      = (2 * n).choose (n + p) := by
    rw [Finset.card_powersetCard, Finset.card_univ, Fintype.card_sum, Fintype.card_fin,
      two_mul]
  rw [← htarget]
  refine Finset.card_bij (fun x _ => x.1.disjSum x.2ᶜ) ?_ ?_ ?_
  · rintro ⟨a, b⟩ hx
    exact Finset.mem_powersetCard.2
      ⟨Finset.subset_univ _, (hcard a b).2 (mem_coherences.1 hx)⟩
  · rintro ⟨a, b⟩ _ ⟨a', b'⟩ _ h
    have ha : a = a' := by
      ext k
      have hk := Finset.ext_iff.1 h (Sum.inl k)
      simpa using hk
    have hb : b = b' := by
      ext k
      have hk := Finset.ext_iff.1 h (Sum.inr k)
      simpa [not_iff_not] using hk
    rw [ha, hb]
  · intro s hs
    -- read the two states back from the two halves of the subset
    have hrec : (univ.filter fun k : Fin n => Sum.inl k ∈ s).disjSum
        (univ.filter fun k : Fin n => Sum.inr k ∉ s)ᶜ = s := by
      ext x
      rcases x with k | k <;> simp
    refine ⟨(univ.filter fun k => Sum.inl k ∈ s, univ.filter fun k => Sum.inr k ∉ s),
      ?_, hrec⟩
    rw [mem_coherences, ← hcard, hrec]
    exact (Finset.mem_powersetCard.1 hs).2
```

## From positions to dimension

A $p$-quantum operator vanishes away from the counted positions, and its values at those positions are arbitrary. Reading off these values is a linear bijection, whose inverse fills the remaining entries with zeros.

```lean
/-- A `p`-quantum operator corresponds linearly to a free choice of its matrix elements
at the positions of order `p`. -/
def coherenceEquiv (n p : ℕ) :
    coherenceSpace n p ≃ₗ[ℂ] ({x // x ∈ coherences n p} → ℂ) where
  toFun ρ x := ρ.1 x.1.1 x.1.2
  map_add' _ _ := rfl
  map_smul' _ _ := rfl
  invFun f := ⟨Matrix.of fun a b =>
      if h : (a, b) ∈ coherences n p then f ⟨(a, b), h⟩ else 0, by
    refine mem_coherenceSpace_iff.2 fun a b hne => ?_
    rw [Matrix.of_apply] at hne
    by_contra hc
    exact hne (dif_neg fun h => hc (mem_coherences.1 h))⟩
  left_inv ρ := by
    apply Subtype.ext
    ext a b
    change (if _h : (a, b) ∈ coherences n p then ρ.1 a b else 0) = ρ.1 a b
    split_ifs with h
    · rfl
    · by_contra hne
      exact h (mem_coherences.2 (mem_coherenceSpace_iff.1 ρ.2 a b (Ne.symm hne)))
  right_inv f := by
    funext x
    change (if h : (x.1.1, x.1.2) ∈ coherences n p then f ⟨(x.1.1, x.1.2), h⟩ else 0) = f x
    exact dif_pos x.2
```

The dimension is therefore the number of positions.

```lean
/-- The `p`-quantum operators of `n` spins 1/2 form a complex vector space of dimension
`choose (2n) (n+p)`. -/
theorem finrank_coherenceSpace (n p : ℕ) :
    Module.finrank ℂ (coherenceSpace n p) = (2 * n).choose (n + p) := by
  rw [(coherenceEquiv n p).finrank_eq, Module.finrank_fintype_fun_eq_card,
    Fintype.card_coe, card_coherences]
```

For two spins the formula gives $\binom42=6$, $\binom43=4$ and $\binom44=1$ for $p=0,1,2$. The four single-quantum positions are $(\uparrow\downarrow,\downarrow\downarrow)$, $(\downarrow\uparrow,\downarrow\downarrow)$, $(\uparrow\uparrow,\uparrow\downarrow)$ and $(\uparrow\uparrow,\downarrow\uparrow)$. With the negative orders the total is $6+2\cdot4+2\cdot1=16=4^2$, the full matrix.

## Higher orders have fewer elements

Neighbouring binomials satisfy

$$\binom{2n}{n+p+1}(n+p+1)=\binom{2n}{n+p}(n-p).$$

For $p<n$ the binomial on the right is positive and $n-p<n+p+1$, so the count falls strictly from $p$ to $p+1$. Without a bound on $p$ this fails: for $n=1$, $p=2$ both counts are zero. The boundary case $p=n$ would still be true, since the count drops from 1 to 0.

```lean
/-- For `p < n` there are strictly fewer elements of order `p + 1` than of order `p`. -/
theorem card_coherences_succ_lt {n p : ℕ} (hp : p < n) :
    (coherences n (p + 1)).card < (coherences n p).card := by
  rw [card_coherences, card_coherences, ← Nat.add_assoc n p 1]
  have h := Nat.choose_succ_right_eq (2 * n) (n + p)
  have hpos : 0 < (2 * n).choose (n + p) := Nat.choose_pos (by omega)
  have hlt : 2 * n - (n + p) < n + p + 1 := by omega
  -- compare neighbouring binomial coefficients through their ratio
  have key : (2 * n).choose (n + p + 1) * (n + p + 1)
      < (2 * n).choose (n + p) * (n + p + 1) := by
    rw [h]
    exact Nat.mul_lt_mul_of_le_of_lt le_rfl hlt hpos
  exact lt_of_mul_lt_mul_right key (Nat.zero_le _)
```

## Separating the populations from order zero

The $2^n$ diagonal positions $(a,a)$ all have order zero. Removing them leaves $\binom{2n}{n}-2^n$ zero-quantum coherences, with $(a,b)$ and $(b,a)$ counted separately. For two spins this is $6-4=2$: the position $(\uparrow\downarrow,\downarrow\uparrow)$ and its transpose. The theorem states the relation as a sum, which avoids subtraction of natural numbers.

```lean
/-- The off-diagonal elements of order zero, together with the `2^n` populations, number
`choose (2n) n`. -/
theorem card_zeroQuantum_add_populations (n : ℕ) :
    ((coherences n 0).filter fun x => x.1 ≠ x.2).card + 2 ^ n = (2 * n).choose n := by
  let D : Finset (Finset (Fin n) × Finset (Fin n)) := univ.image fun a => (a, a)
  have hD : D.card = 2 ^ n := by
    rw [Finset.card_image_of_injective _ (fun a b h => congrArg Prod.fst h),
      Finset.card_univ, Fintype.card_finset, Fintype.card_fin]
  have hsub : D ⊆ coherences n 0 := by
    intro x hx
    obtain ⟨a, _, rfl⟩ := Finset.mem_image.1 hx
    exact mem_coherences.2 rfl
  have hfil : ((coherences n 0).filter fun x => x.1 ≠ x.2) = coherences n 0 \ D := by
    ext ⟨a, b⟩
    simp [D]
  rw [hfil, ← hD, Finset.card_sdiff_add_card_eq_card hsub, card_coherences, Nat.add_zero]

end

end MultipleQuantumCounting
```

```lean
#print axioms MultipleQuantumCounting.finrank_coherenceSpace
#print axioms MultipleQuantumCounting.card_coherences_succ_lt
#print axioms MultipleQuantumCounting.card_zeroQuantum_add_populations
```

```
'MultipleQuantumCounting.finrank_coherenceSpace' depends on axioms: [propext, Classical.choice, Quot.sound]
'MultipleQuantumCounting.card_coherences_succ_lt' depends on axioms: [propext, Classical.choice, Quot.sound]
'MultipleQuantumCounting.card_zeroQuantum_add_populations' depends on axioms: [propext, Classical.choice, Quot.sound]
```
